# For U > 0, a model DFT+U state is not a local energy minimum if charge can move to a different orbital whose level is not higher

The model has a finite set of spin-orbitals with occupations `n i` between 0 and 1 that sum to `N`, and its energy is a sum over fixed bare levels `e i` plus the penalty U/2 · Σ n(1 − n). The orbital levels, shifted by the +U potential, are `e i + U * (1 / 2 - n i)`. The theorem says that for U > 0 such a state is not a local minimum among the allowed occupations if some orbital `j` is not empty, a different orbital `i` is not full, and the level of `i` is at most that of `j`. The attempt supposes that the state is a local minimum and moves a small charge t > 0 from `j` to `i`. This changes the energy by t times the level difference, which is not positive, less U t², so the energy falls, a contradiction.

The failing Lean file:

```lean
import Mathlib

open Finset Filter Topology

namespace NotIsLocalMinOnOfLevelLe

noncomputable section

variable {ι : Type*} [Fintype ι]

/-- Occupations between 0 and 1 of the spin-orbitals of a shell holding `N` electrons. -/
def occupations (N : ℕ) : Set (ι → ℝ) :=
  {n | (∀ i, 0 ≤ n i ∧ n i ≤ 1) ∧ ∑ i, n i = N}

/-- A model DFT+U energy for diagonal occupations: fixed bare levels `e` plus the penalty `U/2` on
fractional occupation. -/
def energy (e : ι → ℝ) (U : ℝ) (n : ι → ℝ) : ℝ :=
  ∑ i, e i * n i + U / 2 * ∑ i, n i * (1 - n i)

/-- The orbital level shifted by the +U potential, `e i + U (1/2 - n i)`. -/
def level (e : ι → ℝ) (U : ℝ) (n : ι → ℝ) (i : ι) : ℝ := e i + U * (1 / 2 - n i)

/-- At equal electron number the energy difference is a sum over orbitals, in which any
chemical potential `μ` may be subtracted from the levels. -/
theorem energy_sub (e : ι → ℝ) (U : ℝ) {m n : ι → ℝ} (h : ∑ i, m i = ∑ i, n i) (μ : ℝ) :
    energy e U m - energy e U n =
      ∑ i, (m i - n i) * (e i - μ + U / 2 * (1 - m i - n i)) := by
  have hμ : ∑ i, μ * (m i - n i) = 0 := by
    rw [← Finset.mul_sum, Finset.sum_sub_distrib, h, sub_self, mul_zero]
  have key : energy e U m - energy e U n - ∑ i, μ * (m i - n i) =
      ∑ i, (m i - n i) * (e i - μ + U / 2 * (1 - m i - n i)) := by
    simp only [energy, Finset.mul_sum, ← Finset.sum_add_distrib, ← Finset.sum_sub_distrib]
    exact Finset.sum_congr rfl fun i _ => by ring
  rw [← key, hμ, sub_zero]

variable [DecidableEq ι]

/-- The occupations after a charge `t` has moved from orbital `j` to orbital `i`. -/
def transfer (n : ι → ℝ) (i j : ι) (t : ℝ) : ι → ℝ :=
  fun k => n k + t * ((if k = i then 1 else 0) - (if k = j then 1 else 0))

/-- Moving charge between orbitals conserves the electron number. -/
theorem sum_transfer (n : ι → ℝ) (i j : ι) (t : ℝ) :
    ∑ k, transfer n i j t k = ∑ k, n k := by
  simp [transfer, Finset.sum_add_distrib, ← Finset.mul_sum, Finset.sum_sub_distrib]

/-- Moving charge `t` between two different orbitals costs the difference of their levels
times `t`, less `U t ^ 2`. -/
theorem energy_transfer (e : ι → ℝ) (U : ℝ) (n : ι → ℝ) {i j : ι} (hij : i ≠ j) (t : ℝ) :
    energy e U (transfer n i j t) - energy e U n =
      t * (level e U n i - level e U n j) - U * t ^ 2 := by
  have key : ∀ k, (transfer n i j t k - n k) *
      (e k - 0 + U / 2 * (1 - transfer n i j t k - n k)) =
      (if k = i then t * (level e U n i - U / 2 * t) else 0) -
      (if k = j then t * (level e U n j + U / 2 * t) else 0) := by
    intro k
    rcases eq_or_ne k i with rfl | hi
    · simp only [transfer, level, hij, if_true, if_false]
      ring
    · rcases eq_or_ne k j with rfl | hj
      · simp only [transfer, level, hi, if_true, if_false]
        ring
      · simp only [transfer, hi, hj, if_false]
        ring
  rw [energy_sub e U (sum_transfer n i j t) 0, Finset.sum_congr rfl fun k _ => key k,
    Finset.sum_sub_distrib]
  simp only [Finset.sum_ite_eq', Finset.mem_univ, if_true]
  ring

/-- For `U > 0`, a state is not a local minimum if charge can move from one orbital to
another whose level is not higher. -/
theorem not_isLocalMinOn_of_level_le {e : ι → ℝ} {U : ℝ} {N : ℕ} {n : ι → ℝ} {i j : ι}
    (hU : 0 < U) (hij : i ≠ j) (hn : n ∈ occupations N) (hi : n i < 1) (hj : 0 < n j)
    (hl : level e U n i ≤ level e U n j) :
    ¬ IsLocalMinOn (energy e U) (occupations N) n := by
  intro h
  have h' : ∀ᶠ m in 𝓝[occupations N] n, energy e U n ≤ energy e U m := h
  have hc : Continuous (fun t => transfer n i j t) := by
    simp only [transfer]
    fun_prop
  have h0 : transfer n i j 0 = n := by
    funext k
    simp [transfer]
  have hlim : Tendsto (fun t => transfer n i j t) (𝓝[>] 0) (𝓝 n) := by
    have h1 := hc.tendsto 0
    rw [h0] at h1
    exact h1.mono_left nhdsWithin_le_nhds
  -- small transfers respect the bounds on the occupations
  have hmem : ∀ᶠ t in 𝓝[>] (0 : ℝ), transfer n i j t ∈ occupations N := by
    filter_upwards [Ioo_mem_nhdsGT (lt_min (sub_pos.2 hi) hj)] with t ht
    obtain ⟨ht0, ht1⟩ := ht
    obtain ⟨hti, htj⟩ := lt_min_iff.1 ht1
    refine ⟨fun k => ?_, (sum_transfer n i j t).trans hn.2⟩
    have hk := hn.1 k
    rcases eq_or_ne k i with rfl | hki
    · simp only [transfer, hij, if_true, if_false]
      constructor <;> linarith
    · rcases eq_or_ne k j with rfl | hkj
      · simp only [transfer, hki, if_true, if_false]
        constructor <;> linarith
      · simp only [transfer, hki, hkj, if_false]
        constructor <;> linarith
  have hpos : ∀ᶠ t in 𝓝[>] (0 : ℝ), 0 < t := self_mem_nhdsWithin
  obtain ⟨t, hle, ht⟩ :=
    (((tendsto_nhdsWithin_iff.2 ⟨hlim, hmem⟩).eventually h').and hpos).exists
  have hE := energy_transfer e U n hij t
  nlinarith [mul_nonneg ht.le (sub_nonneg.2 hl), mul_pos hU (pow_pos ht 2)]

end

end NotIsLocalMinOnOfLevelLe
```

Compiling this gives:

```
Main.lean:79:4: error: `simp` made no progress
```

The error is in the proof of `hc`, that the occupations depend continuously on the transferred charge `t`. The definition of `transfer` has the body `fun k => …`, and the equation `simp only [transfer]` uses to unfold it is about `transfer n i j t k`, with the orbital `k` supplied. In the goal `Continuous (fun t => transfer n i j t)` there is no `k`, so the equation matches nothing and `simp` reports no progress.

The repair proves `hc` without `simp`. `continuous_pi` reduces the claim to one orbital `k` at a time, where the occupation is a constant plus `t` times a constant. `continuous_const.add (continuous_id.mul continuous_const)` proves that this is continuous, and Lean unfolds `transfer` itself when it checks the term against the goal.

The other changes are tidying: `hc` moves inside `hlim`, `h0` is written inline, and the bounds on the new occupations are proved with `split_ifs` in place of the nested case distinctions.

After these edits no error is left:

```diff
@@ -76,13 +76,9 @@
   intro h
   have h' : ∀ᶠ m in 𝓝[occupations N] n, energy e U n ≤ energy e U m := h
-  have hc : Continuous (fun t => transfer n i j t) := by
-    simp only [transfer]
-    fun_prop
-  have h0 : transfer n i j 0 = n := by
-    funext k
-    simp [transfer]
   have hlim : Tendsto (fun t => transfer n i j t) (𝓝[>] 0) (𝓝 n) := by
+    have hc : Continuous (fun t => transfer n i j t) := continuous_pi fun k =>
+      continuous_const.add (continuous_id.mul continuous_const)
     have h1 := hc.tendsto 0
-    rw [h0] at h1
+    rw [show transfer n i j 0 = n by funext k; simp [transfer]] at h1
     exact h1.mono_left nhdsWithin_le_nhds
   -- small transfers respect the bounds on the occupations
@@ -92,13 +88,6 @@
     obtain ⟨hti, htj⟩ := lt_min_iff.1 ht1
     refine ⟨fun k => ?_, (sum_transfer n i j t).trans hn.2⟩
-    have hk := hn.1 k
-    rcases eq_or_ne k i with rfl | hki
-    · simp only [transfer, hij, if_true, if_false]
-      constructor <;> linarith
-    · rcases eq_or_ne k j with rfl | hkj
-      · simp only [transfer, hki, if_true, if_false]
-        constructor <;> linarith
-      · simp only [transfer, hki, hkj, if_false]
-        constructor <;> linarith
+    obtain ⟨hk0, hk1⟩ := hn.1 k
+    constructor <;> simp only [transfer] <;> split_ifs <;> subst_vars <;> linarith
   have hpos : ∀ᶠ t in 𝓝[>] (0 : ℝ), 0 < t := self_mem_nhdsWithin
   obtain ⟨t, hle, ht⟩ :=
```
